# In a two-state model, shifting one basis state by more than four times the coupling produces two level crossings if the shift is added after diagonalization

A multireference code that diagonalizes a small Hamiltonian first, and then adds a correlation correction to each root, can make two potential-energy curves cross although the states are coupled and the curves should repel. The correction follows the composition of each root. Near an avoided crossing that composition changes quickly, and if the correction differs strongly between the two configurations, it can close the gap. A search for degeneracies then finds points that disappear when the same correction is put into the Hamiltonian before diagonalization.

## The two gaps and the threshold $|s|=4|t|$

Take two configurations with energy difference $x$ and coupling $t\neq0$, and a correction that lowers the second configuration by $s$:

$$H=\begin{pmatrix}x/2&t\\t&-x/2\end{pmatrix},\qquad D=\begin{pmatrix}0&0\\0&-s\end{pmatrix}.$$

Here $x$ is an energy that varies along a path, not a nuclear coordinate, and $s$ may have either sign. A correction common to both configurations would drop out of every gap, so $s$ stands for the difference between their correlation corrections.

Diagonalizing $H$ and then adding the expectation value of $D$ in each eigenstate gives the signed gap, upper minus lower,

$$g(x)=R+\frac{s\,x}{R},\qquad R=\sqrt{x^2+4t^2}.$$

"Upper" and "lower" refer to the energies before correction, so $g$ can be negative. If $|s|>4|t|$, it vanishes at exactly two real $x$; if $|s|<4|t|$, it never vanishes. The eigenvalue gap of $H+D$ is $\sqrt{(x+s)^2+4t^2}$, and its least value over all $x$ is $2|t|$.

## Codes that use the gap between corrected roots

The order of correction and diagonalization matters wherever a code uses energy differences near an avoided crossing: in scans of potential curves, searches for intersections, and surface-hopping dynamics. It also separates perturbation theories that correct each root from quasidegenerate ones, which diagonalize a corrected effective Hamiltonian. For two states with constant coupling and a fixed diagonal correction, the result says when the first route creates degeneracies that the second lacks.

The condition $|s|>4|t|$ compares two quantities that can be estimated from an effective Hamiltonian in a basis of configurations: the difference of the diagonal corrections and the off-diagonal coupling. For a real molecule it is a warning sign, subject to the restrictions given at the end.

## From the eigenvalue equations to the crossings

Let $u=(u_0,u_1)$ be a normalized real eigenvector of $H$ with energy $E$:

$$\tfrac{x}{2}u_0+t\,u_1=E\,u_0,\qquad t\,u_0-\tfrac{x}{2}u_1=E\,u_1,\qquad u_0^2+u_1^2=1.$$

Since $H^2=(x^2/4+t^2)\,I$, applying $H$ twice gives $E^2=x^2/4+t^2$. The energies are therefore $\pm R/2$.

Multiply the first equation by $u_0$ and the second by $u_1$, and subtract. The coupling terms cancel, and normalization leaves

$$\frac{x}{2}=E\,(u_0^2-u_1^2)=E\,(1-2u_1^2),\qquad\text{so}\qquad 2E\,u_1^2=E-\frac{x}{2}.$$

Write $u$ for the lower state and $v$ for the upper one. Inserting $E=-R/2$ and $E=R/2$ gives

$$u_1^2=\frac12\left(1+\frac{x}{R}\right),\qquad v_1^2=\frac12\left(1-\frac{x}{R}\right).$$

Both states exist: for either energy the vector $(t,\,E-x/2)$ satisfies the eigenvalue equations, and it is nonzero because $t\neq0$, so it can be normalized.

The expectation value of $D$ is $-s$ times the weight of the second configuration. Hence

$$g=\left(\frac R2-s\,v_1^2\right)-\left(-\frac R2-s\,u_1^2\right)=R+s\,(u_1^2-v_1^2)=R+\frac{s\,x}{R}.$$

Multiplying by $R>0$ shows that $g=0$ exactly when

$$x^2+s\,x+4t^2=0,\qquad x=\frac{-s\pm\sqrt{s^2-16t^2}}{2}.$$

There are two distinct real roots for $|s|>4|t|$ and none for $|s|<4|t|$. At equality the two roots merge at $x=-s/2$.

For the other order, write

$$H+D=\begin{pmatrix}(x+s)/2&t\\t&-(x+s)/2\end{pmatrix}-\frac s2\,I.$$

This is the original model at $x+s$ with all energies lowered by $s/2$. Its gap is $\sqrt{(x+s)^2+4t^2}\ge2|t|$, with equality at $x=-s$.

## The two-state crossing theorem in Lean

```lean
import Mathlib

open Matrix

namespace QuasidegenerateCrossing

noncomputable section

/-- The two-state model Hamiltonian with energy difference `x` and coupling `t`. -/
def modelH (x t : ℝ) : Matrix (Fin 2) (Fin 2) ℝ := !![x / 2, t; t, -x / 2]

/-- The correction that lowers the second basis state by `s`. -/
def shiftD (s : ℝ) : Matrix (Fin 2) (Fin 2) ℝ := !![0, 0; 0, -s]

/-- `u` is a normalized real eigenvector of `A` with energy `E`. -/
def IsState (A : Matrix (Fin 2) (Fin 2) ℝ) (E : ℝ) (u : Fin 2 → ℝ) : Prop :=
  A *ᵥ u = E • u ∧ u ⬝ᵥ u = 1

/-- `g` is the upper minus the lower energy of `A`, after the expectation value of `C` in
each eigenstate has been added; upper and lower refer to the energies before correction. -/
def SignedGap (A C : Matrix (Fin 2) (Fin 2) ℝ) (g : ℝ) : Prop :=
  ∃ (E₁ E₂ : ℝ) (u v : Fin 2 → ℝ), E₁ < E₂ ∧ IsState A E₁ u ∧ IsState A E₂ v ∧
    g = (E₂ + v ⬝ᵥ (C *ᵥ v)) - (E₁ + u ⬝ᵥ (C *ᵥ u))

/-- The eigenvalue equation and the normalization of a two-state problem in components. -/
theorem isState_iff {a b c d E : ℝ} {u : Fin 2 → ℝ} :
    IsState !![a, b; c, d] E u ↔
      a * u 0 + b * u 1 = E * u 0 ∧ c * u 0 + d * u 1 = E * u 1 ∧
        u 0 ^ 2 + u 1 ^ 2 = 1 := by
  unfold IsState
  rw [funext_iff, Fin.forall_fin_two]
  simp [Matrix.mulVec, dotProduct, Fin.sum_univ_two, sq, and_assoc]

/-- The energy of an eigenstate of the model Hamiltonian satisfies the secular equation, and the
weight `u₁²` of the second basis state satisfies `2 E u₁² = E - x/2`. -/
theorem state_relations {x t E : ℝ} {u : Fin 2 → ℝ} (h : IsState (modelH x t) E u) :
    E ^ 2 = x ^ 2 / 4 + t ^ 2 ∧ 2 * E * u 1 ^ 2 = E - x / 2 := by
  obtain ⟨e0, e1, n⟩ := isState_iff.1 h
  constructor
  · linear_combination (-(E ^ 2 - x ^ 2 / 4 - t ^ 2)) * n
      - u 0 * ((E + x / 2) * e0 + t * e1) - u 1 * ((E - x / 2) * e1 + t * e0)
  · linear_combination u 0 * e0 - u 1 * e1 - (x / 2 - E) * n

/-- For nonzero coupling, every root of the secular equation is the energy of a
normalized eigenstate. -/
theorem exists_state {x t E : ℝ} (ht : t ≠ 0) (hE : E ^ 2 = x ^ 2 / 4 + t ^ 2) :
    ∃ u, IsState (modelH x t) E u := by
  have hp : 0 < t ^ 2 + (E - x / 2) ^ 2 := by positivity
  obtain ⟨N, hN⟩ : ∃ N : ℝ, N ^ 2 = t ^ 2 + (E - x / 2) ^ 2 := ⟨_, Real.sq_sqrt hp.le⟩
  -- the vector (t, E - x/2), divided by its length
  refine ⟨![t / N, (E - x / 2) / N], isState_iff.2 ⟨?_, ?_, ?_⟩⟩
  · show x / 2 * (t / N) + t * ((E - x / 2) / N) = E * (t / N)
    ring
  · show t * (t / N) + -x / 2 * ((E - x / 2) / N) = E * ((E - x / 2) / N)
    linear_combination (-1 / N) * hE
  · show (t / N) ^ 2 + ((E - x / 2) / N) ^ 2 = 1
    rw [div_pow, div_pow, ← add_div, hN, div_self hp.ne']

/-- The expectation value of the correction is `-s` times the weight of the second
basis state. -/
theorem expectation_shiftD (s : ℝ) (u : Fin 2 → ℝ) :
    u ⬝ᵥ (shiftD s *ᵥ u) = -s * u 1 ^ 2 := by
  simp [shiftD, Matrix.mulVec, dotProduct, Fin.sum_univ_two]
  ring

/-- Adding the correction to the Hamiltonian moves `x` to `x + s` and lowers all energies
by `s/2`, with the same eigenvectors. -/
theorem isState_add_shiftD {x t s E : ℝ} {u : Fin 2 → ℝ} :
    IsState (modelH x t + shiftD s) E u ↔ IsState (modelH (x + s) t) (E + s / 2) u := by
  have hm : modelH x t + shiftD s = !![x / 2, t; t, -x / 2 - s] := by
    ext i j
    fin_cases i <;> fin_cases j <;> simp [modelH, shiftD]
    ring
  rw [hm, modelH, isState_iff, isState_iff]
  constructor
  · rintro ⟨a, b, c⟩
    exact ⟨by linear_combination a, by linear_combination b, c⟩
  · rintro ⟨a, b, c⟩
    exact ⟨by linear_combination a, by linear_combination b, c⟩

/-- Diagonalize, then correct: for nonzero coupling the signed gap is `R + s x / R` with
`R = √(x² + 4t²)`. -/
theorem corrected_gap {x t s g : ℝ} (ht : t ≠ 0) :
    SignedGap (modelH x t) (shiftD s) g ↔
      g = √(x ^ 2 + 4 * t ^ 2) + s * x / √(x ^ 2 + 4 * t ^ 2) := by
  have hp : 0 < x ^ 2 + 4 * t ^ 2 := by positivity
  have hR := Real.sqrt_pos.2 hp
  have hRR := Real.sq_sqrt hp.le
  generalize √(x ^ 2 + 4 * t ^ 2) = R at hR hRR ⊢
  have fwd : ∀ g', SignedGap (modelH x t) (shiftD s) g' → g' = R + s * x / R := by
    rintro g' ⟨E₁, E₂, u, v, hlt, hu, hv, hg⟩
    obtain ⟨a1, b1⟩ := state_relations hu
    obtain ⟨a2, b2⟩ := state_relations hv
    -- the two energies are opposite, and their distance is R
    have hs : E₂ + E₁ = 0 :=
      (mul_eq_zero.1 (show (E₂ - E₁) * (E₂ + E₁) = 0 by
        linear_combination a2 - a1)).resolve_left (sub_ne_zero.2 hlt.ne')
    have hRE : R = 2 * E₂ :=
      (sq_eq_sq₀ hR.le (by linarith)).1 (by linear_combination hRR - 4 * a2)
    have q : s * x / R = s * (u 1 ^ 2 - v 1 ^ 2) := by
      rw [div_eq_iff hR.ne']
      linear_combination s * b1 + s * b2 - (2 * s * u 1 ^ 2 - s) * hs
        - s * (u 1 ^ 2 - v 1 ^ 2) * hRE
    rw [hg, expectation_shiftD, expectation_shiftD, q]
    linear_combination -hRE - hs
  refine ⟨fwd g, fun h => ?_⟩
  obtain ⟨u, hu⟩ := exists_state (x := x) (E := -(R / 2)) ht
    (by linear_combination hRR / 4)
  obtain ⟨v, hv⟩ := exists_state (x := x) (E := R / 2) ht (by linear_combination hRR / 4)
  obtain ⟨g', w⟩ : ∃ g', SignedGap (modelH x t) (shiftD s) g' :=
    ⟨_, -(R / 2), R / 2, u, v, by linarith, hu, hv, rfl⟩
  rw [h, ← fwd g' w]
  exact w

/-- Correct, then diagonalize: for nonzero coupling the eigenvalue gap of the corrected
Hamiltonian is `√((x + s)² + 4t²)`. -/
theorem full_gap {x t s g : ℝ} (ht : t ≠ 0) :
    SignedGap (modelH x t + shiftD s) 0 g ↔ g = √((x + s) ^ 2 + 4 * t ^ 2) := by
  have key : SignedGap (modelH x t + shiftD s) 0 g ↔
      SignedGap (modelH (x + s) t) (shiftD 0) g := by
    constructor
    · rintro ⟨E₁, E₂, u, v, hlt, hu, hv, hg⟩
      refine ⟨E₁ + s / 2, E₂ + s / 2, u, v, by linarith, isState_add_shiftD.1 hu,
        isState_add_shiftD.1 hv, ?_⟩
      simp only [expectation_shiftD, Matrix.zero_mulVec, dotProduct_zero] at hg ⊢
      linear_combination hg
    · rintro ⟨E₁, E₂, u, v, hlt, hu, hv, hg⟩
      refine ⟨E₁ - s / 2, E₂ - s / 2, u, v, by linarith,
        isState_add_shiftD.2 (by rwa [sub_add_cancel]),
        isState_add_shiftD.2 (by rwa [sub_add_cancel]), ?_⟩
      simp only [expectation_shiftD, Matrix.zero_mulVec, dotProduct_zero] at hg ⊢
      linear_combination hg
  rw [key, corrected_gap ht, zero_mul, zero_div, add_zero]

/-- For nonzero coupling the separately corrected levels meet exactly at the real roots of
`x² + s x + 4t²`. -/
theorem crossing_iff {x t s : ℝ} (ht : t ≠ 0) :
    SignedGap (modelH x t) (shiftD s) 0 ↔ x ^ 2 + s * x + 4 * t ^ 2 = 0 := by
  have hp : 0 < x ^ 2 + 4 * t ^ 2 := by positivity
  have hR := Real.sqrt_pos.2 hp
  have hRR := Real.sq_sqrt hp.le
  rw [corrected_gap ht]
  generalize √(x ^ 2 + 4 * t ^ 2) = R at hR hRR ⊢
  have e : R + s * x / R = (x ^ 2 + s * x + 4 * t ^ 2) / R := by
    rw [eq_div_iff hR.ne', add_mul, div_mul_cancel₀ _ hR.ne']
    linear_combination hRR
  rw [e]
  constructor
  · intro h
    exact (div_eq_zero_iff.1 h.symm).resolve_right hR.ne'
  · intro h
    rw [h, zero_div]

/-- If `|s| < 4|t|`, the separately corrected levels do not meet at any `x`. -/
theorem no_crossing {t s : ℝ} (h : |s| < 4 * |t|) (x : ℝ) :
    ¬ SignedGap (modelH x t) (shiftD s) 0 := by
  have ht : t ≠ 0 := by
    rintro rfl
    rw [abs_zero, mul_zero] at h
    exact absurd h (not_lt_of_ge (abs_nonneg s))
  have h4 : |s| < |4 * t| := by
    rwa [abs_mul, abs_of_pos (by norm_num : (0 : ℝ) < 4)]
  have hsq := sq_lt_sq.2 h4
  rw [crossing_iff ht]
  intro hx
  nlinarith [sq_nonneg (2 * x + s)]

/-- For `t ≠ 0` and `|s| > 4|t|`, correcting the eigenvalues of the model Hamiltonian by
expectation values makes the levels meet at exactly two real `x`, whereas the eigenvalue
gap of the corrected Hamiltonian has the least value `2|t|` over all `x`. -/
theorem two_spurious_crossings {t s : ℝ} (ht : t ≠ 0) (h : 4 * |t| < |s|) :
    (∃ x₁ x₂ : ℝ, x₁ < x₂ ∧
      ∀ x, SignedGap (modelH x t) (shiftD s) 0 ↔ x = x₁ ∨ x = x₂) ∧
    IsLeast {g | ∃ x, SignedGap (modelH x t + shiftD s) 0 g} (2 * |t|) := by
  refine ⟨?_, ?_, ?_⟩
  · have h4 : |4 * t| < |s| := by
      rwa [abs_mul, abs_of_pos (by norm_num : (0 : ℝ) < 4)]
    have hp : 0 < s ^ 2 - 16 * t ^ 2 := by nlinarith [sq_lt_sq.2 h4]
    have hd := Real.sqrt_pos.2 hp
    have hdd := Real.sq_sqrt hp.le
    generalize √(s ^ 2 - 16 * t ^ 2) = d at hd hdd
    -- the two roots of the quadratic
    refine ⟨(-s - d) / 2, (-s + d) / 2, by linarith, fun x => ?_⟩
    rw [crossing_iff ht]
    constructor
    · intro hx
      have hf : (x - (-s - d) / 2) * (x - (-s + d) / 2) = 0 := by
        linear_combination hx - hdd / 4
      rcases mul_eq_zero.1 hf with h1 | h1
      · left; linarith
      · right; linarith
    · rintro (rfl | rfl) <;> linear_combination hdd / 4
  · -- the least gap is reached at x = -s
    refine ⟨-s, (full_gap ht).2 ?_⟩
    rw [show (-s + s) ^ 2 + 4 * t ^ 2 = (2 * t) ^ 2 by ring, Real.sqrt_sq_eq_abs,
      abs_mul, abs_two]
  · rintro g ⟨x, hg⟩
    rw [(full_gap ht).1 hg]
    have hb : |2 * t| ≤ √((x + s) ^ 2 + 4 * t ^ 2) :=
      Real.abs_le_sqrt (by nlinarith [sq_nonneg (x + s)])
    rwa [abs_mul, abs_two] at hb

end

end QuasidegenerateCrossing
```

```lean
#print axioms QuasidegenerateCrossing.no_crossing
-- 'QuasidegenerateCrossing.no_crossing' depends on axioms: [propext, Classical.choice, Quot.sound]
#print axioms QuasidegenerateCrossing.two_spurious_crossings
-- 'QuasidegenerateCrossing.two_spurious_crossings' depends on axioms: [propext, Classical.choice, Quot.sound]
```

## States and gaps as relations

`modelH x t` and `shiftD s` are the matrices $H$ and $D$. `IsState A E u` says that `u` is a real eigenvector of `A` with energy `E` and unit norm. Lean counts components from zero, so `u 1` is the amplitude of the second configuration.

`SignedGap A C g` says that `A` has two states with energies `E₁ < E₂`, and that `g` is the upper minus the lower energy after the expectation value of `C` has been added to each. The definition contains no closed formula for the gap. In `SignedGap (modelH x t) (shiftD s) 0` the last argument is the number zero: the separately corrected levels meet. In `SignedGap (modelH x t + shiftD s) 0 g` the zero is the zero matrix, so `g` is the ordinary eigenvalue gap of $H+D$.

The final theorem, `two_spurious_crossings`, assumes `t ≠ 0` and `4 * |t| < |s|`. Its first part gives two numbers `x₁ < x₂` such that the corrected levels meet at `x` if and only if `x` is one of them. Its second part uses `IsLeast`: the value $2|t|$ is a lower bound for the eigenvalue gaps of $H+D$ over all $x$, and some $x$ attains it. `no_crossing` treats $|s|<4|t|$, a condition that already forces $t\neq0$.

## From components to the crossing count

`isState_iff` writes the eigenvalue equation and the normalization in components. `state_relations` derives the secular equation and the weight relation; each `linear_combination` lists the multiples of the component equations that have to be added, as in the derivation above. `exists_state` normalizes the vector $(t,E-x/2)$.

`corrected_gap` proves the formula for $g$ in both directions. Given any two states with `E₁ < E₂`, the secular equation makes their energies opposite, so $R=2E_2$, and the weight relations give the correction term. The formula therefore holds for every choice of eigenvectors. Conversely, `exists_state` supplies states at $\pm R/2$, and the first direction shows that their gap has the stated value.

`isState_add_shiftD` is the replacement of $x$ by $x+s$ with the energy shift $s/2$. `full_gap` uses it to reduce the gap of $H+D$ to `corrected_gap` with zero correction. `crossing_iff` clears the denominator $R$ and leaves the quadratic.

In `no_crossing`, `nlinarith` is given the square $(2x+s)^2$, which completes the square in the quadratic. In the final theorem the quadratic is factored with its two explicit roots; the least gap is attained at $x=-s$, and the lower bound follows from $(x+s)^2\ge0$.

## Fixed correction, constant coupling

The theorems hold for all real $x$ and for every real $t$ and $s$ that meet the stated conditions. They concern two states, a coupling that doesn't vary with $x$, and a diagonal correction that is the same at every $x$.

The step from here to a production calculation is the identification of its correction with such a matrix $D$. In a real molecule, the coupling and the correction vary with geometry, and the correction usually has off-diagonal elements. These can strengthen or weaken the coupling, so $2|t|$, with $t$ taken from the uncorrected Hamiltonian, is then no safe lower bound on the gap. Some state-specific methods also build a different zeroth-order Hamiltonian for each root, and their corrections aren't expectation values of one common matrix.

The condition $|s|<4|t|$ excludes a crossing of the separately corrected levels, but it says nothing about their accuracy. The corrected gap can still be much smaller than that of $H+D$ at the same $x$.
